# With an additive $H_0$ and simple lowest levels, the Rayleigh–Schrödinger energies of two noninteracting fragments add at every order

Suppose that a perturbation energy for two noninteracting molecules differs from the sum of the separate values. Subtracting those values from it then gives a nonzero binding energy where there is no binding. The fourth-order formula makes me suspect exactly that. It contains the term $-E^{(2)}\sum_{i\neq r}|\psi^{(1)}_i|^2$, where $r$ is the reference state. For two fragments both factors are sums over A and B, so their product has cross terms such as $E_A^{(2)}\sum_j|\psi^{(1)}_{B,j}|^2$. Do these really disappear, and does the same happen at every higher order?

## The cross terms cancel because the product state solves the dimer problem

They do, provided that $H_0$ and $V$ are each sums of fragment operators and each fragment's reference is its simple lowest level. At fourth order, the cross terms are cancelled by contributions from states in which both fragments are excited. A general argument avoids following such cancellations: the perturbation series is unique, and the product of the fragment series satisfies the dimer's equations.

**One fragment.** Let $H_0$ be diagonal with levels $\varepsilon_i$, let $V$ be a real matrix, and let $t$ be the coupling. We seek power series $E(t)$ and $\psi_i(t)$ with $\psi_r=1$ and

$$\varepsilon_i\psi_i+t(V\psi)_i=E\psi_i .$$

The component $i=r$ gives $E=\varepsilon_r+t(V\psi)_r$. Inserting this into the others gives, for $i\ne r$,

$$\psi_i=\frac{t}{\varepsilon_i-\varepsilon_r}\bigl[(V\psi)_r\psi_i-(V\psi)_i\bigr].$$

Multiplying back by $\varepsilon_i-\varepsilon_r\neq0$ recovers the eigenvalue equation, so the two forms are equivalent. Write the second as $\psi=F(\psi)$, with $F(\psi)_r=1$.

Suppose $\psi-\phi=O(t^k)$. Then

$$(V\psi)_r\psi_i-(V\phi)_r\phi_i=\bigl[(V\psi)_r-(V\phi)_r\bigr]\psi_i+(V\phi)_r(\psi_i-\phi_i)=O(t^k),$$

and $(V\psi)_i-(V\phi)_i=O(t^k)$ as well. The prefactor $t$ makes $F(\psi)-F(\phi)=O(t^{k+1})$.

Hence two solutions agree to every order. For existence, set $s_0=0$ and $s_{k+1}=F(s_k)$. Then $s_{k+1}-s_k=O(t^k)$, so each coefficient eventually stops changing, and the limit satisfies $\psi-s_k=O(t^k)$. Both $F(\psi)$ and $\psi$ differ from $s_{k+1}$ by $O(t^{k+1})$, for every $k$, so $F(\psi)=\psi$.

The lowest orders are the familiar ones. Since $\psi_i^{(0)}=\delta_{ir}$, the recursion gives $\psi_i^{(1)}=V_{ir}/(\varepsilon_r-\varepsilon_i)$ for $i\neq r$, and therefore

$$E^{(0)}=\varepsilon_r,\qquad E^{(1)}=V_{rr},\qquad E^{(2)}=\sum_{i\ne r}\frac{V_{ri}V_{ir}}{\varepsilon_r-\varepsilon_i}.$$

**Two fragments.** Label the fragment quantities by A and B, let $r$ and $s$ be the reference states of A and B (this $s$ is a state label, unrelated to the iterates $s_k$ above), and write $H_A$, $H_B$ and $H$ for the operators $H_0+tV$ of the fragments and the dimer. The dimer has levels $\varepsilon_{A,i}+\varepsilon_{B,j}$ and perturbation $V_A\otimes1+1\otimes V_B$, so $H=H_A\otimes1+1\otimes H_B$. Therefore

$$H(\psi_A\otimes\psi_B)=(E_A+E_B)\,\psi_A\otimes\psi_B,$$

and the component on the reference $(r,s)$ is $1\cdot1=1$. Every other dimer level lies higher, because

$$(\varepsilon_{A,i}-\varepsilon_{A,r})+(\varepsilon_{B,j}-\varepsilon_{B,s})>0$$

unless $i=r$ and $j=s$. Uniqueness now gives $E=E_A+E_B$ and $\Psi=\psi_A\otimes\psi_B$. Comparing coefficients of $t^k$,

$$E^{(k)}=E_A^{(k)}+E_B^{(k)},\qquad \Psi^{(k)}_{ij}=\sum_{q=0}^{k}\psi^{(q)}_{A,i}\,\psi^{(k-q)}_{B,j}.$$

## What the Lean statements say

In `ℝ⟦X⟧`, the type of real formal power series, `X` is $t$, `C` embeds a real constant, and `coeff k` extracts order $k$. `IsRSPair` combines the eigenvalue equation with intermediate normalization, `ψ r = 1`; it does not postulate the zeroth-order energy. `couple` is $V\psi$, `rsStep` is $F$, and `kronSum` is $A\otimes1+1\otimes B$.

`existsUnique_rsPair` needs only that no other level equals `ε r`. `size_consistency` asks for strictly lowest references, which keeps the dimer reference simple. Simple references alone would not guarantee this: if both fragments have levels 0 and 1, with references 0 and 1 respectively, two dimer states share the energy 1.

The state spaces are finite, and both fragments use the same $t$. $V$ need not be symmetric, although the fourth-order term quoted at the start is written for a symmetric $V$. The series are formal, so nothing is said about convergence at $t=1$. The tensor product treats the fragments as distinguishable, without antisymmetrization between them. For electronic structure, the result supports fixed-order perturbation energies as a size-consistent choice within this finite, noninteracting model with an additive $H_0$.

```lean
import Mathlib

open PowerSeries
open scoped Matrix Kronecker

namespace RayleighSchroedingerSizeConsistency

noncomputable section

variable {m n : Type*} [Fintype m] [DecidableEq m] [Fintype n] [DecidableEq n]

/-- The Hamiltonian `H0 + t V` as a matrix of formal power series in the coupling `t`,
with `H0` diagonal with entries `ε`. -/
def hamiltonian (ε : n → ℝ) (V : Matrix n n ℝ) : Matrix n n ℝ⟦X⟧ :=
  (Matrix.diagonal ε).map C + (X : ℝ⟦X⟧) • V.map C

/-- A formal eigenpair of `H0 + t V` in intermediate normalization: the component of the
eigenvector on the reference state `r` is exactly 1. -/
structure IsRSPair (ε : n → ℝ) (V : Matrix n n ℝ) (r : n)
    (E : ℝ⟦X⟧) (ψ : n → ℝ⟦X⟧) : Prop where
  eigen : hamiltonian ε V *ᵥ ψ = E • ψ
  normalized : ψ r = 1

/-- The component on state `i` of the perturbation `V` applied to a vector of power series. -/
def couple (V : Matrix n n ℝ) (ψ : n → ℝ⟦X⟧) (i : n) : ℝ⟦X⟧ :=
  ∑ j, C (V i j) * ψ j

/-- One step of the Rayleigh-Schroedinger recursion for the wavefunction, meant for a reference
level `ε r` that differs from all other levels. -/
def rsStep (ε : n → ℝ) (V : Matrix n n ℝ) (r : n) (ψ : n → ℝ⟦X⟧) (i : n) : ℝ⟦X⟧ :=
  if i = r then 1
  else X * (C ((ε i - ε r)⁻¹) * (couple V ψ r * ψ i - couple V ψ i))

/-- The Kronecker sum `A ⊗ 1 + 1 ⊗ B`, the operator of two noninteracting fragments. -/
def kronSum {R : Type*} [CommRing R] (A : Matrix m m R) (B : Matrix n n R) :
    Matrix (m × n) (m × n) R :=
  A ⊗ₖ (1 : Matrix n n R) + (1 : Matrix m m R) ⊗ₖ B

/-- The Hamiltonian acts on a vector by the level energies plus `t` times the perturbation. -/
theorem hamiltonian_mulVec (ε : n → ℝ) (V : Matrix n n ℝ) (ψ : n → ℝ⟦X⟧) (i : n) :
    (hamiltonian ε V *ᵥ ψ) i = C (ε i) * ψ i + X * couple V ψ i := by
  have hd : ∑ j, C (Matrix.diagonal ε i j) * ψ j = C (ε i) * ψ i := by
    rw [Finset.sum_eq_single i]
    · rw [Matrix.diagonal_apply_eq]
    · intro j _ hj
      rw [Matrix.diagonal_apply_ne _ hj.symm, map_zero, zero_mul]
    · simp
  simp only [hamiltonian, couple, Matrix.mulVec, dotProduct, Matrix.add_apply,
    Matrix.smul_apply, Matrix.map_apply, smul_eq_mul, add_mul, Finset.sum_add_distrib,
    Finset.mul_sum, mul_assoc, hd]

/-- For a nondegenerate reference level, the eigenvalue equation with intermediate normalization
is equivalent to the energy formula together with the fixed-point equation of the recursion. -/
theorem isRSPair_iff {ε : n → ℝ} {V : Matrix n n ℝ} {r : n} (h : ∀ i, i ≠ r → ε i ≠ ε r)
    {E : ℝ⟦X⟧} {ψ : n → ℝ⟦X⟧} :
    IsRSPair ε V r E ψ ↔ E = C (ε r) + X * couple V ψ r ∧ rsStep ε V r ψ = ψ := by
  have hinv : ∀ i, i ≠ r → (C ((ε i - ε r)⁻¹) : ℝ⟦X⟧) * (C (ε i) - C (ε r)) = 1 := by
    intro i hi
    rw [← map_sub, ← map_mul, inv_mul_cancel₀ (sub_ne_zero.2 (h i hi)), map_one]
  constructor
  · rintro ⟨he, hr⟩
    have hi : ∀ i, C (ε i) * ψ i + X * couple V ψ i = E * ψ i := by
      intro i
      rw [← hamiltonian_mulVec, he, Pi.smul_apply, smul_eq_mul]
    -- projection on the reference state gives the energy
    have hE : E = C (ε r) + X * couple V ψ r := by
      have h1 := hi r
      rw [hr, mul_one, mul_one] at h1
      exact h1.symm
    refine ⟨hE, funext fun i => ?_⟩
    by_cases hir : i = r
    · rw [rsStep, if_pos hir, hir, hr]
    · have h2 := hi i
      rw [hE] at h2
      rw [rsStep, if_neg hir]
      linear_combination (-C ((ε i - ε r)⁻¹)) * h2 + ψ i * hinv i hir
  · rintro ⟨hE, hψ⟩
    have hr : ψ r = 1 := by
      rw [← congrFun hψ r, rsStep, if_pos rfl]
    refine ⟨funext fun i => ?_, hr⟩
    rw [hamiltonian_mulVec, Pi.smul_apply, smul_eq_mul, hE]
    by_cases hir : i = r
    · rw [hir, hr, mul_one, mul_one]
    · have h2 := congrFun hψ i
      rw [rsStep, if_neg hir] at h2
      linear_combination (-(C (ε i) - C (ε r))) * h2 +
        X * (couple V ψ r * ψ i - couple V ψ i) * hinv i hir

/-- Each recursion step gains one order: vectors that agree below order `k` in `t` are sent to
vectors that agree below order `k + 1`. -/
theorem rsStep_gains_order (ε : n → ℝ) (V : Matrix n n ℝ) (r : n) {k : ℕ}
    {ψ φ : n → ℝ⟦X⟧} (h : ∀ i, (X : ℝ⟦X⟧) ^ k ∣ ψ i - φ i) (i : n) :
    (X : ℝ⟦X⟧) ^ (k + 1) ∣ rsStep ε V r ψ i - rsStep ε V r φ i := by
  have hc : ∀ i, (X : ℝ⟦X⟧) ^ k ∣ couple V ψ i - couple V φ i := by
    intro i
    rw [couple, couple, ← Finset.sum_sub_distrib]
    refine Finset.dvd_sum fun j _ => ?_
    rw [← mul_sub]
    exact dvd_mul_of_dvd_right (h j) _
  by_cases hi : i = r
  · simp [rsStep, hi]
  · obtain ⟨a, ha⟩ := hc r
    obtain ⟨b, hb⟩ := hc i
    obtain ⟨d, hd⟩ := h i
    rw [rsStep, rsStep, if_neg hi, if_neg hi]
    refine ⟨C ((ε i - ε r)⁻¹) * (a * ψ i + couple V φ r * d - b), ?_⟩
    linear_combination X * C ((ε i - ε r)⁻¹) * (ψ i * ha + couple V φ r * hd - hb)

/-- If no other level coincides with the reference level, `H0 + t V` has exactly one formal
power-series eigenpair whose eigenvector has reference component 1. -/
theorem existsUnique_rsPair {ε : n → ℝ} (V : Matrix n n ℝ) {r : n}
    (h : ∀ i, i ≠ r → ε i ≠ ε r) :
    ∃! p : ℝ⟦X⟧ × (n → ℝ⟦X⟧), IsRSPair ε V r p.1 p.2 := by
  have hzero : ∀ f : ℝ⟦X⟧, (∀ k : ℕ, (X : ℝ⟦X⟧) ^ k ∣ f) → f = 0 := by
    intro f hf
    ext k
    rw [X_pow_dvd_iff.1 (hf (k + 1)) k (Nat.lt_succ_self k), map_zero]
  -- the iterates of the recursion stabilize order by order
  obtain ⟨s, hs⟩ : ∃ s : ℕ → n → ℝ⟦X⟧, ∀ k, s (k + 1) = rsStep ε V r (s k) :=
    ⟨fun k => (rsStep ε V r)^[k] 0, fun k => Function.iterate_succ_apply' _ _ _⟩
  have hstep : ∀ k i, (X : ℝ⟦X⟧) ^ k ∣ s (k + 1) i - s k i := by
    intro k
    induction k with
    | zero => intro i; simp
    | succ k ih =>
      intro i
      rw [hs (k + 1), hs k]
      rw [hs k] at ih
      exact rsStep_gains_order ε V r ih i
  have hmono : ∀ k d i, (X : ℝ⟦X⟧) ^ k ∣ s (k + d) i - s k i := by
    intro k d i
    induction d with
    | zero => simp
    | succ d ih =>
      have h1 := (pow_dvd_pow (X : ℝ⟦X⟧) (Nat.le_add_right k d)).trans (hstep (k + d) i)
      have h2 := dvd_add h1 ih
      rwa [sub_add_sub_cancel] at h2
  let ψ : n → ℝ⟦X⟧ := fun i => PowerSeries.mk fun k => coeff k (s (k + 1) i)
  have hlim : ∀ k i, (X : ℝ⟦X⟧) ^ k ∣ ψ i - s k i := by
    intro k i
    refine X_pow_dvd_iff.2 fun l hl => ?_
    obtain ⟨d, rfl⟩ := Nat.exists_eq_add_of_le (Nat.succ_le_of_lt hl)
    have h1 := X_pow_dvd_iff.1 (hmono (l + 1) d i) l (Nat.lt_succ_self l)
    rw [map_sub] at h1 ⊢
    have h2 : coeff l (ψ i) = coeff l (s (l + 1) i) := coeff_mk _ _
    rw [h2]
    exact sub_eq_zero.2 (sub_eq_zero.1 h1).symm
  have hfix : rsStep ε V r ψ = ψ := by
    funext i
    refine sub_eq_zero.1 (hzero _ fun k => ?_)
    have h1 := rsStep_gains_order ε V r (hlim k) i
    rw [← hs k] at h1
    have h2 := dvd_sub h1 (hlim (k + 1) i)
    rw [sub_sub_sub_cancel_right] at h2
    exact (pow_dvd_pow _ (Nat.le_succ k)).trans h2
  refine ⟨(C (ε r) + X * couple V ψ r, ψ), (isRSPair_iff h).2 ⟨rfl, hfix⟩, ?_⟩
  rintro ⟨E, φ⟩ hp
  obtain ⟨hE, hφ⟩ := (isRSPair_iff h).1 hp
  -- two fixed points agree to every order
  have hall : ∀ k i, (X : ℝ⟦X⟧) ^ k ∣ φ i - ψ i := by
    intro k
    induction k with
    | zero => intro i; simp
    | succ k ih =>
      intro i
      have h1 := rsStep_gains_order ε V r ih i
      rwa [hφ, hfix] at h1
  have heq : φ = ψ := funext fun i => sub_eq_zero.1 (hzero _ fun k => hall k i)
  dsimp only at hE
  rw [hE, heq]

omit [Fintype m] [Fintype n] in
/-- The Hamiltonian of two noninteracting fragments, with added levels and added perturbations,
is the Kronecker sum of the fragment Hamiltonians. -/
theorem hamiltonian_dimer (εA : m → ℝ) (εB : n → ℝ) (VA : Matrix m m ℝ) (VB : Matrix n n ℝ) :
    hamiltonian (fun p : m × n => εA p.1 + εB p.2) (kronSum VA VB) =
      kronSum (hamiltonian εA VA) (hamiltonian εB VB) := by
  refine Matrix.ext ?_
  rintro ⟨i, j⟩ ⟨k, l⟩
  by_cases hik : i = k <;> by_cases hjl : j = l <;>
    simp [hamiltonian, kronSum, hik, hjl]
  ring

/-- The product of two fragment eigenvectors is an eigenvector of the noninteracting dimer, with
the sum of the fragment energy series as its energy. -/
theorem isRSPair_product {εA : m → ℝ} {εB : n → ℝ} {VA : Matrix m m ℝ} {VB : Matrix n n ℝ}
    {r : m} {s : n} {EA EB : ℝ⟦X⟧} {ψA : m → ℝ⟦X⟧} {ψB : n → ℝ⟦X⟧}
    (hA : IsRSPair εA VA r EA ψA) (hB : IsRSPair εB VB s EB ψB) :
    IsRSPair (fun p : m × n => εA p.1 + εB p.2) (kronSum VA VB) (r, s)
      (EA + EB) (fun p => ψA p.1 * ψB p.2) := by
  refine ⟨?_, by simp [hA.normalized, hB.normalized]⟩
  rw [hamiltonian_dimer]
  funext ⟨i, j⟩
  have h1 := congrFun hA.eigen i
  have h2 := congrFun hB.eigen j
  simp only [Matrix.mulVec, dotProduct, Pi.smul_apply, smul_eq_mul] at h1 h2
  -- each fragment Hamiltonian acts on its own factor
  have h3 : ∑ k, ∑ l, hamiltonian εA VA i k * (1 : Matrix n n ℝ⟦X⟧) j l * (ψA k * ψB l) =
      (∑ k, hamiltonian εA VA i k * ψA k) * ψB j := by
    rw [Finset.sum_mul]
    refine Finset.sum_congr rfl fun k _ => ?_
    rw [Finset.sum_eq_single j]
    · rw [Matrix.one_apply_eq]; ring
    · intro l _ hl
      rw [Matrix.one_apply_ne hl.symm]; ring
    · simp
  have h4 : ∑ k, ∑ l, (1 : Matrix m m ℝ⟦X⟧) i k * hamiltonian εB VB j l * (ψA k * ψB l) =
      ψA i * ∑ l, hamiltonian εB VB j l * ψB l := by
    rw [Finset.sum_eq_single i]
    · rw [Finset.mul_sum]
      refine Finset.sum_congr rfl fun l _ => ?_
      rw [Matrix.one_apply_eq]; ring
    · intro k _ hk
      simp [Matrix.one_apply_ne hk.symm]
    · simp
  simp only [kronSum, Matrix.mulVec, dotProduct, Matrix.add_apply, Matrix.kroneckerMap_apply,
    Fintype.sum_prod_type, add_mul, Finset.sum_add_distrib, Pi.smul_apply, smul_eq_mul]
  rw [h3, h4, h1, h2]
  ring

/-- Size consistency, with all eigenvectors in intermediate normalization: if both fragments have a
simple lowest level as reference, the energy series of the noninteracting dimer is the sum of the
fragment series, and its eigenvector is the product of the fragment eigenvectors. -/
theorem size_consistency {εA : m → ℝ} {εB : n → ℝ} {VA : Matrix m m ℝ} {VB : Matrix n n ℝ}
    {r : m} {s : n} (hr : ∀ i, i ≠ r → εA r < εA i) (hs : ∀ j, j ≠ s → εB s < εB j)
    {EA EB E : ℝ⟦X⟧} {ψA : m → ℝ⟦X⟧} {ψB : n → ℝ⟦X⟧} {Ψ : m × n → ℝ⟦X⟧}
    (hA : IsRSPair εA VA r EA ψA) (hB : IsRSPair εB VB s EB ψB)
    (hAB : IsRSPair (fun p : m × n => εA p.1 + εB p.2) (kronSum VA VB) (r, s) E Ψ) :
    E = EA + EB ∧ Ψ = fun p => ψA p.1 * ψB p.2 := by
  -- the lowest level of the dimer is again simple
  have hne : ∀ p : m × n, p ≠ (r, s) → εA p.1 + εB p.2 ≠ εA r + εB s := by
    rintro ⟨i, j⟩ hp
    apply ne_of_gt
    by_cases hi : i = r
    · have hj : j ≠ s := fun hj => hp (by rw [hi, hj])
      have h1 := hs j hj
      simp only [hi]
      linarith
    · have h1 := hr i hi
      have h2 : εB s ≤ εB j := by
        by_cases hj : j = s
        · rw [hj]
        · exact (hs j hj).le
      dsimp only
      linarith
  have hu := (existsUnique_rsPair (ε := fun p : m × n => εA p.1 + εB p.2)
    (kronSum VA VB) hne).unique (y₁ := (E, Ψ))
    (y₂ := (EA + EB, fun p => ψA p.1 * ψB p.2)) hAB (isRSPair_product hA hB)
  exact ⟨congrArg Prod.fst hu, congrArg Prod.snd hu⟩

/-- For fragments with simple lowest levels as references, and with all eigenvectors in intermediate
normalization, the dimer energy of every order `k` is the sum of the fragment energies of order `k`,
while the wavefunction of order `k` collects all products of fragment orders that add up to `k`. -/
theorem size_consistency_order {εA : m → ℝ} {εB : n → ℝ} {VA : Matrix m m ℝ}
    {VB : Matrix n n ℝ} {r : m} {s : n}
    (hr : ∀ i, i ≠ r → εA r < εA i) (hs : ∀ j, j ≠ s → εB s < εB j)
    {EA EB E : ℝ⟦X⟧} {ψA : m → ℝ⟦X⟧} {ψB : n → ℝ⟦X⟧} {Ψ : m × n → ℝ⟦X⟧}
    (hA : IsRSPair εA VA r EA ψA) (hB : IsRSPair εB VB s EB ψB)
    (hAB : IsRSPair (fun p : m × n => εA p.1 + εB p.2) (kronSum VA VB) (r, s) E Ψ) (k : ℕ) :
    coeff k E = coeff k EA + coeff k EB ∧
      ∀ i j, coeff k (Ψ (i, j)) =
        ∑ q ∈ Finset.range (k + 1), coeff q (ψA i) * coeff (k - q) (ψB j) := by
  obtain ⟨hE, hΨ⟩ := size_consistency hr hs hA hB hAB
  refine ⟨by rw [hE, map_add], fun i j => ?_⟩
  rw [hΨ]
  exact (coeff_mul k (ψA i) (ψB j)).trans
    (Finset.Nat.sum_antidiagonal_eq_sum_range_succ
      (fun a b => coeff a (ψA i) * coeff b (ψB j)) k)

/-- For a nondegenerate reference level, the energy orders zero, one and two are the level itself,
the diagonal element of `V`, and the sum over the other states with energy denominators. -/
theorem energy_through_second_order {ε : n → ℝ} {V : Matrix n n ℝ} {r : n}
    (h : ∀ i, i ≠ r → ε i ≠ ε r) {E : ℝ⟦X⟧} {ψ : n → ℝ⟦X⟧} (hp : IsRSPair ε V r E ψ) :
    coeff 0 E = ε r ∧ coeff 1 E = V r r ∧
      coeff 2 E = ∑ i ∈ Finset.univ.erase r, V r i * V i r / (ε r - ε i) := by
  obtain ⟨hE, hψ⟩ := (isRSPair_iff h).1 hp
  have h0 : ∀ i, constantCoeff (ψ i) = if i = r then 1 else 0 := by
    intro i
    rw [← congrFun hψ i]
    by_cases hi : i = r <;> simp [rsStep, hi]
  have hc : ∀ i, constantCoeff (couple V ψ i) = V i r := by
    intro i
    simp [couple, map_sum, h0]
  -- first-order wavefunction
  have h1 : ∀ i, i ≠ r → coeff 1 (ψ i) = V i r / (ε r - ε i) := by
    intro i hi
    rw [← congrFun hψ i, rsStep, if_neg hi]
    refine (coeff_succ_X_mul 0 _).trans ?_
    rw [coeff_C_mul, coeff_zero_eq_constantCoeff_apply, map_sub, map_mul, h0, if_neg hi, hc, hc,
      show ε i - ε r = -(ε r - ε i) by ring, inv_neg]
    ring
  refine ⟨by rw [hE]; simp, ?_, ?_⟩
  · have h2 : coeff 1 (X * couple V ψ r) = coeff 0 (couple V ψ r) := coeff_succ_X_mul 0 _
    rw [hE, map_add, h2, coeff_zero_eq_constantCoeff_apply, hc]
    simp
  · have h2 : coeff 2 (X * couple V ψ r) = coeff 1 (couple V ψ r) := coeff_succ_X_mul 1 _
    have h3 : coeff 1 (couple V ψ r) = ∑ j, V r j * coeff 1 (ψ j) := by
      simp only [couple, map_sum, coeff_C_mul]
    have h4 : coeff 2 (C (ε r) : ℝ⟦X⟧) = 0 := by simp
    have h5 : coeff 1 (ψ r) = 0 := by rw [hp.normalized]; simp [coeff_one]
    rw [hE, map_add, h2, h3, h4, zero_add,
      ← Finset.add_sum_erase _ _ (Finset.mem_univ r), h5, mul_zero, zero_add]
    refine Finset.sum_congr rfl fun i hi => ?_
    rw [h1 i (Finset.ne_of_mem_erase hi), mul_div_assoc]

end

end RayleighSchroedingerSizeConsistency
```

```lean
#print axioms RayleighSchroedingerSizeConsistency.size_consistency_order
#print axioms RayleighSchroedingerSizeConsistency.energy_through_second_order
```

```
'RayleighSchroedingerSizeConsistency.size_consistency_order' depends on axioms: [propext, Classical.choice, Quot.sound]
'RayleighSchroedingerSizeConsistency.energy_through_second_order' depends on axioms: [propext, Classical.choice, Quot.sound]
```

## From the recursion to the dimer in Lean

`hamiltonian_mulVec` writes the eigenvalue equation by components. `isRSPair_iff` turns it into the energy formula and fixed-point equation; its `linear_combination` calls carry out the division by the level difference and its reversal.

`rsStep_gains_order` expresses $O(t^k)$ as divisibility by `X ^ k` and uses the product splitting above. In `existsUnique_rsPair`, `hstep` and `hmono` show that the iterates stabilize, `hlim` compares them with their limit, `hfix` proves the fixed-point equation, and `hall` gives uniqueness by induction.

`hamiltonian_dimer` checks the Kronecker sum entry by entry. In `isRSPair_product`, `h3` and `h4` let each Hamiltonian act on its own factor. `size_consistency` proves the dimer gap in `hne` and applies uniqueness. `size_consistency_order` then reads off coefficients, with `coeff_mul` supplying the convolution. `energy_through_second_order` extracts the low orders from the same recursion.
